# The Catalan series in the coupling satisfies a quadratic self-consistency equation

Let `S` be the formal power series in a coupling `l` whose coefficient at order `n` is the `n`-th Catalan number times `a ^ n`, for an arbitrary real `a`. The theorem `diagramSeries_eq` states that `S = 1 + a l S²`, an identity between formal series that says nothing about convergence and does not derive the series from a Hamiltonian. The attempt compares coefficients order by order. At order zero both sides are 1, and at order `n + 1` the Catalan recursion is matched term by term with the convolution that gives the coefficient of `S²`.

An attempt in Lean 4 with a fault in it:

```lean
import Mathlib

open PowerSeries

namespace RingCCDSeries

noncomputable section

/-- The series in the coupling whose `n`-th coefficient is the `n`-th Catalan number
times `a ^ n`. -/
def diagramSeries (a : ℝ) : PowerSeries ℝ :=
  PowerSeries.mk fun n => (catalan n : ℝ) * a ^ n

/-- One more factor of the coupling, with strength `c`, raises the order by one and multiplies
the coefficient by `c`. -/
theorem coeff_insert (c : ℝ) (n : ℕ) (P : PowerSeries ℝ) :
    coeff (n + 1) (C c * (X * P)) = c * coeff n P := by
  rw [coeff_C_mul, coeff_succ_X_mul]

/-- The Catalan series obeys the self-consistency equation `S = 1 + a l S²`. -/
theorem diagramSeries_eq (a : ℝ) :
    diagramSeries a = 1 + C a * (X * diagramSeries a ^ 2) := by
  ext n
  cases n with
  | zero =>
    rw [map_add, coeff_C_mul, coeff_zero_X_mul, coeff_one]
    simp only [diagramSeries, coeff_mk]
    simp [catalan_zero]
  | succ n =>
    rw [map_add, coeff_insert, sq, coeff_mul, coeff_one, if_neg (Nat.succ_ne_zero n), zero_add]
    simp only [diagramSeries, coeff_mk]
    -- the Catalan recursion is the convolution in `S²`
    rw [catalan_succ', Nat.cast_sum, Finset.sum_mul, Finset.mul_sum]
    refine Finset.sum_congr rfl fun p hp => ?_
    rw [← Finset.mem_antidiagonal.mp hp]
    push_cast
    ring

end

end RingCCDSeries
```

Lean reports:

```
Main.lean:35:8: error: Invalid rewrite argument: Expected an equality or iff proof or definition name, but
  Finset.mem_antidiagonal.mp ?m.184
is a proof of
  ?m.181.1 ∈ ?m.176 ∧ ?m.181.2 ∈ ?m.177 ∧ ?m.181.1 + ?m.181.2 = ?m.180
Main.lean:35:37: error: Application type mismatch: The argument
  hp
has type
  p ∈ Finset.HasAntidiagonal.antidiagonal n
but is expected to have type
  ?m.181 ∈ Finset.antidiagonal ?m.178 ?m.179 ?m.180
in the application
  Finset.mem_antidiagonal.mp hp
```

Fix (accepted with no message):

```diff
@@ -33,5 +33,5 @@
     rw [catalan_succ', Nat.cast_sum, Finset.sum_mul, Finset.mul_sum]
     refine Finset.sum_congr rfl fun p hp => ?_
-    rw [← Finset.mem_antidiagonal.mp hp]
+    rw [← Finset.HasAntidiagonal.mem_antidiagonal.mp hp]
     push_cast
     ring
```

Cause. In the last step each term of the sum is labelled by a pair `p` from the antidiagonal of `n`, and the proof needs `p.1 + p.2 = n` to rewrite `n` in the exponent of `a`. The name `Finset.mem_antidiagonal` refers here to a lemma about a different object, `Finset.antidiagonal`, which takes two sets as well as a total.

Both errors come from this. The second message says that `hp`, a membership in `Finset.HasAntidiagonal.antidiagonal n`, is not the membership the lemma expects. The first says that the lemma's conclusion is no equation: it is a conjunction, placing each component in its set and only then giving the sum, and `rw` needs an equality or an iff.

The repair names `Finset.HasAntidiagonal.mem_antidiagonal` instead. That lemma accepts `hp` and yields just `p.1 + p.2 = n`, which `rw` uses from right to left. `push_cast` and `ring` then finish the proof unchanged.
